# No nonzero finite matrices satisfy the unitary su(1,1) ladder relations

## Definitions and conventions

All operators are complex square matrices with rows and columns labelled by a finite index set n, in units with ħ = 1. The conjugate transpose of A is written A† in the text and `ᴴ` in Lean, and tr A is the trace. The line `open scoped ComplexOrder` orders the complex numbers so that 0 ≤ z means that z is real and non-negative.

```lean
import Mathlib

open Matrix
open scoped ComplexOrder

namespace LadderSign

noncomputable section

variable {n : Type*} [Fintype n]
```

The commutator is [A, B] = AB − BA.

```lean
/-- The commutator `[A, B] = AB - BA` of two square matrices. -/
def comm (A B : Matrix n n ℂ) : Matrix n n ℂ := A * B - B * A
```

A weight operator K0 and a raising operator K form a unitary ladder with real structure constant c if

[K0, K] = K
[K, K†] = c K0

The word unitary means that the lowering operator is the adjoint K†. The value c = 2 gives the angular momentum algebra su(2), with K0 = Jz and K = J₊, and c = −2 gives su(1,1). `IsUnitaryLadder c K0 K` is the conjunction of these two equations. It assumes neither that K0 is Hermitian nor a relation for [K0, K†].

```lean
/-- Ladder relations with real structure constant `c` and lowering operator equal to the adjoint
of the raising operator: `[K0, K] = K` and `[K, K†] = c K0`. The value `c = 2` is su(2) and
`c = -2` is su(1,1). -/
def IsUnitaryLadder (c : ℝ) (K0 K : Matrix n n ℂ) : Prop :=
  comm K0 K = K ∧ comm K Kᴴ = (c : ℂ) • K0
```

## (a) Moving a commutator under the trace

Task. Show that tr(A[B, C]) = tr([A, B]C) for any matrices A, B, C.

Solution. Cyclicity of the trace carries B to the front, tr(ACB) = tr(BAC). Hence

tr(A[B, C]) = tr(ABC) − tr(ACB) = tr(ABC) − tr(BAC) = tr([A, B]C)

In Lean the cyclic move is `h`, and the last `rw` expands both sides into differences of traces.

```lean
/-- Cyclicity of the trace moves a commutator: `tr (A [B, C]) = tr ([A, B] C)`. -/
theorem trace_mul_comm_assoc (A B C : Matrix n n ℂ) :
    trace (A * comm B C) = trace (comm A B * C) := by
  have h : trace (A * (C * B)) = trace (B * A * C) := by
    rw [← Matrix.mul_assoc, Matrix.trace_mul_comm (A * C) B, Matrix.mul_assoc]
  unfold comm
  rw [Matrix.mul_sub, Matrix.sub_mul, trace_sub, trace_sub, h, Matrix.mul_assoc A B C]
```

## (b) The commutator with the adjoint

Task. Show that M = [K, K†] is Hermitian for every K.

Solution. The rules (AB)† = B†A† and (K†)† = K give (KK†)† = KK† and (K†K)† = K†K, so

M† = KK† − K†K = M

```lean
/-- The commutator of a matrix with its adjoint is Hermitian. -/
theorem comm_adjoint_hermitian (K : Matrix n n ℂ) : (comm K Kᴴ)ᴴ = comm K Kᴴ := by
  simp [comm, conjTranspose_sub, conjTranspose_mul]
```

## (c) The trace identity

Task. For a unitary ladder with any real c, show that c tr(K0²) = tr(KK†).

Solution. Part (a) with A = K0, B = K, C = K† reads

tr(K0[K, K†]) = tr([K0, K]K†)

The second ladder relation turns the left side into c tr(K0²), and the first turns the right side into tr(KK†). In Lean the two relations are `h.2` and `h.1`.

```lean
/-- Trace identity of a ladder: `c tr (K0²) = tr (K K†)`. -/
theorem ladder_trace_identity {c : ℝ} {K0 K : Matrix n n ℂ} (h : IsUnitaryLadder c K0 K) :
    (c : ℂ) * trace (K0 * K0) = trace (K * Kᴴ) := by
  have h1 := trace_mul_comm_assoc K0 K Kᴴ
  rw [h.1, h.2, Matrix.mul_smul, trace_smul, smul_eq_mul] at h1
  exact h1
```

## (d) Negative structure constant

Task. Show that a unitary ladder with c < 0 has K = 0 and K0 = 0.

Solution. Let M = [K, K†] = c K0. Parts (b) and (c) give

tr(MM†) = tr(M²) = c · c tr(K0²) = c tr(KK†)

For any matrix A with entries A_ij,

tr(AA†) = Σ_ij |A_ij|²

which is non-negative and vanishes only for A = 0. So tr(KK†) ≥ 0, and c < 0 makes tr(MM†) ≤ 0. Since also tr(MM†) ≥ 0, this trace is zero and M = 0. Then c K0 = 0 with c ≠ 0 gives K0 = 0, and the first relation gives K = [0, K] = 0.

In Lean, `hM` is the chain of traces. `hK` and `hM0` are the two non-negativity statements, taken from the positive semidefiniteness of AA†. `hneg` multiplies −c ≥ 0 by tr(KK†) ≥ 0 to obtain −tr(MM†) ≥ 0, and `hz` closes both bounds with `le_antisymm`. The steps M = 0 and K0 = 0 are `hM1` and `hK0`.

A tempting shortcut reads the contradiction in sign directly off part (c) by taking tr(K0²) ≥ 0 for granted. That inequality fails for general complex matrices: the 1×1 matrix with entry i has a square of trace −1. It does hold for Hermitian K0, which is not among the hypotheses, and the route through M† = M supplies what is missing.

```lean
/-- For a negative structure constant the ladder is trivial: `K = 0` and `K0 = 0`. -/
theorem ladder_trivial_of_neg {c : ℝ} (hc : c < 0) {K0 K : Matrix n n ℂ}
    (h : IsUnitaryLadder c K0 K) : K = 0 ∧ K0 = 0 := by
  classical
  -- with M = [K, K†] Hermitian, tr (M M†) = c tr (K K†)
  have hM : trace (comm K Kᴴ * (comm K Kᴴ)ᴴ) = (c : ℂ) * trace (K * Kᴴ) := by
    rw [comm_adjoint_hermitian, h.2, Matrix.smul_mul, Matrix.mul_smul, trace_smul, trace_smul,
      smul_eq_mul, smul_eq_mul, ladder_trace_identity h]
  -- both traces are non-negative, so the negative sign forces tr (M M†) = 0
  have hK : 0 ≤ trace (K * Kᴴ) := (posSemidef_self_mul_conjTranspose K).trace_nonneg
  have hM0 : 0 ≤ trace (comm K Kᴴ * (comm K Kᴴ)ᴴ) :=
    (posSemidef_self_mul_conjTranspose _).trace_nonneg
  have hc' : (0 : ℂ) ≤ ((-c : ℝ) : ℂ) := Complex.zero_le_real.mpr (by linarith)
  have hneg : 0 ≤ -trace (comm K Kᴴ * (comm K Kᴴ)ᴴ) := by
    have h1 := mul_nonneg hc' hK
    have h2 : ((-c : ℝ) : ℂ) * trace (K * Kᴴ) = -trace (comm K Kᴴ * (comm K Kᴴ)ᴴ) := by
      rw [hM]
      push_cast
      ring
    rwa [h2] at h1
  have hz : trace (comm K Kᴴ * (comm K Kᴴ)ᴴ) = 0 := le_antisymm (neg_nonneg.mp hneg) hM0
  have hM1 : comm K Kᴴ = 0 := trace_mul_conjTranspose_self_eq_zero_iff.mp hz
  -- then c K0 = 0, and K = [K0, K] = 0
  have hc0 : (c : ℂ) ≠ 0 := by exact_mod_cast hc.ne
  have hK0 : K0 = 0 := by
    rw [h.2] at hM1
    exact (smul_eq_zero.mp hM1).resolve_left hc0
  refine ⟨?_, hK0⟩
  have h1 := h.1
  rw [hK0] at h1
  rw [← h1]
  simp [comm]
```

## (e) The case su(1,1)

Task. Show that complex square matrices with [K0, K] = K and [K, K†] = −2K0 satisfy K = 0 and K0 = 0.

Solution. Put c = −2 < 0 in part (d).

The theorem `su11_no_finite_unitary_ladder` takes arbitrary `K0 K : Matrix n n ℂ` for any finite index type, with the two relations as hypotheses `h1` and `h2`, and concludes `K = 0 ∧ K0 = 0`. It concerns generators only: the group SU(1,1), and the step from a unitary group representation to matrices K0, K, K†, do not appear in it. The argument needs finite traces, so operators on infinite-dimensional spaces are not covered.

For a single bosonic mode with annihilation operator a, the operators K = (a†)²/2 and K0 = (a†a + 1/2)/2 obey both relations on the infinite Fock space, a standard computation that is recalled here without a Lean proof, and the theorem says that the nonzero finite matrices obtained by truncating that space must violate at least one of them.

```lean
/-- Complex square matrices with `[K0, K] = K` and `[K, K†] = -2 K0` satisfy `K = 0` and
`K0 = 0`. -/
theorem su11_no_finite_unitary_ladder (K0 K : Matrix n n ℂ)
    (h1 : comm K0 K = K) (h2 : comm K Kᴴ = (-2 : ℂ) • K0) : K = 0 ∧ K0 = 0 := by
  have hc : ((-2 : ℝ) : ℂ) = -2 := by norm_num
  apply ladder_trivial_of_neg (c := -2) (by norm_num)
  exact ⟨h1, by rw [hc]; exact h2⟩
```

## (f) The sign of c for a nontrivial ladder

Task. Show that a unitary ladder with K ≠ 0 has c > 0.

Solution. If c < 0, part (d) gives K = 0. If c = 0, part (c) reads 0 = tr(KK†), so again K = 0. Only c > 0 remains. In Lean, `lt_trichotomy` splits the three cases.

```lean
/-- A ladder with nonzero raising operator has a positive structure constant. -/
theorem pos_of_nontrivial_ladder {c : ℝ} {K0 K : Matrix n n ℂ}
    (h : IsUnitaryLadder c K0 K) (hK : K ≠ 0) : 0 < c := by
  classical
  rcases lt_trichotomy c 0 with hc | hc | hc
  · exact absurd (ladder_trivial_of_neg hc h).1 hK
  · -- for c = 0 the trace identity reads tr (K K†) = 0
    have h1 := ladder_trace_identity h
    rw [hc, Complex.ofReal_zero, zero_mul] at h1
    exact absurd (trace_mul_conjTranspose_self_eq_zero_iff.mp h1.symm) hK
  · exact hc
```

## (g) The spin-1/2 matrices

Rows and columns now carry the indices 0 (spin up) and 1 (spin down). Let Jz = diag(1/2, −1/2), and let J₊, called `Jp` in Lean, have the single nonzero entry 1 at position (0, 1).

```lean
/-- The spin-1/2 matrix `Jz = diag (1/2, -1/2)`. -/
def Jz : Matrix (Fin 2) (Fin 2) ℂ := !![1 / 2, 0; 0, -1 / 2]

/-- The spin-1/2 raising matrix `J₊`. -/
def Jp : Matrix (Fin 2) (Fin 2) ℂ := !![0, 1; 0, 0]
```

Task. Find J₊†.

Solution. Transposition moves the entry to position (1, 0) and conjugation leaves 1 unchanged. The result is the lowering matrix J₋ = J₊†. Here and in parts (h) and (i), `ext i j` with `fin_cases` compares the four entries one by one.

```lean
/-- The adjoint of the spin-1/2 raising matrix is the lowering matrix. -/
theorem Jp_adjoint : Jpᴴ = !![0, 0; 1, 0] := by
  ext i j
  fin_cases i <;> fin_cases j <;> simp [Jp, Matrix.conjTranspose_apply]
```

## (h) The opposite sign has a solution

Task. Show that Jz and J₊ form a unitary ladder with c = 2 and J₊ ≠ 0.

Solution. Multiplying out gives JzJ₊ = J₊/2 and J₊Jz = −J₊/2, so [Jz, J₊] = J₊. Further,

[J₊, J₋] = diag(1, 0) − diag(0, 1) = diag(1, −1) = 2Jz

The entry (0, 1) of J₊ is 1, so J₊ ≠ 0, and `h1` extracts this entry. Changing −2 to 2 in part (e) therefore makes its conclusion false.

```lean
/-- The spin-1/2 matrices `Jz`, `J₊` obey the ladder relations with `c = 2`, and `J₊ ≠ 0`. -/
theorem su2_ladder_witness : IsUnitaryLadder 2 Jz Jp ∧ Jp ≠ 0 := by
  unfold IsUnitaryLadder
  rw [Jp_adjoint]
  refine ⟨⟨?_, ?_⟩, ?_⟩
  · ext i j
    fin_cases i <;> fin_cases j <;> simp [comm, Jz, Jp]
    all_goals norm_num
  · ext i j
    fin_cases i <;> fin_cases j <;> simp [comm, Jz, Jp]
    all_goals norm_num
  · intro h
    have h1 := congrFun (congrFun h 0) 1
    simp [Jp] at h1
```

## (i) A lowering operator other than the adjoint

Task. With K0 = Jz, K₊ = J₊ and K₋ = −J₊†, show that

[K0, K₊] = K₊,  [K0, K₋] = −K₋,  [K₊, K₋] = −2K0,  K₊ ≠ 0

Solution. The first and last claims are in part (h). From JzJ₋ = −J₋/2 and J₋Jz = J₋/2 follows [Jz, J₋] = −J₋, so

[Jz, −J₋] = J₋ = −K₋
[J₊, −J₋] = −[J₊, J₋] = −2Jz

The su(1,1) commutation relations thus have a nonzero 2×2 solution, and part (e) depends on the condition K₋ = K₊†.

```lean
/-- With lowering operator `-J₊†` in place of the adjoint, the matrices `Jz`, `J₊`, `-J₊†` obey
the su(1,1) relations `[K0, K₊] = K₊`, `[K0, K₋] = -K₋`, `[K₊, K₋] = -2 K0`, and `J₊ ≠ 0`. -/
theorem su11_nonunitary_witness :
    comm Jz Jp = Jp ∧ comm Jz (-Jpᴴ) = -(-Jpᴴ) ∧ comm Jp (-Jpᴴ) = (-2 : ℂ) • Jz ∧ Jp ≠ 0 := by
  rw [Jp_adjoint]
  refine ⟨su2_ladder_witness.1.1, ?_, ?_, su2_ladder_witness.2⟩
  · ext i j
    fin_cases i <;> fin_cases j <;> simp [comm, Jz]
    all_goals norm_num
  · ext i j
    fin_cases i <;> fin_cases j <;> simp [comm, Jz, Jp]
    all_goals norm_num
```

## (j) The contracted case

Task. Show that for c = 0 the weight operator K0 need not vanish.

Solution. Take K0 = 1, the 2×2 identity, and K = 0. Then [1, 0] = 0 = K and [0, 0] = 0 = 0 · K0, while 1 ≠ 0. The conclusion K0 = 0 of part (d) therefore fails at c = 0, although K = 0 still follows from part (f).

```lean
/-- For `c = 0` the pair `K0 = 1`, `K = 0` obeys the ladder relations with `K0 ≠ 0`. -/
theorem zero_constant_witness :
    IsUnitaryLadder 0 (1 : Matrix (Fin 2) (Fin 2) ℂ) 0 ∧ (1 : Matrix (Fin 2) (Fin 2) ℂ) ≠ 0 := by
  refine ⟨⟨?_, ?_⟩, one_ne_zero⟩
  · simp [comm]
  · simp [comm]

end

end LadderSign
```

```lean
#print axioms LadderSign.su11_no_finite_unitary_ladder
#print axioms LadderSign.pos_of_nontrivial_ladder
```

```
'LadderSign.su11_no_finite_unitary_ladder' depends on axioms: [propext, Classical.choice, Quot.sound]
'LadderSign.pos_of_nontrivial_ladder' depends on axioms: [propext, Classical.choice, Quot.sound]
```
